# A sharp bound on the kernel error from inverting a noisy symmetric response

Suppose that the static density response of a system is known in a finite orthonormal basis, with some noise, and that an interaction kernel is to be extracted from it. The kernel contains the inverse response, so the same noise does more harm in a density mode that responds weakly. How far can the noise move the kernel?

Let $X$ be minus the response matrix, real and symmetric, with least eigenvalue $s$. Noise and error are measured in the Euclidean operator norm. If the noise $E$ has norm at most $d$, with $0<d<s$, the largest possible kernel error at fixed reference response is $d/(s(s-d))$.

```lean
import Mathlib

open scoped Matrix Matrix.Norms.L2Operator
open WithLp (toLp)

namespace ResponseInversion

variable {n : Type*} [Fintype n] [DecidableEq n]
```

The finite type `n` labels the basis functions, taken as orthonormal. For matrices, `‖·‖` is the Euclidean operator norm, the largest factor by which a matrix stretches a vector.

```lean
/-- The number `s` is the least eigenvalue of the response matrix `X`. -/
def IsWeakestResponse (X : Matrix n n ℝ) (s : ℝ) : Prop :=
  IsLeast {t : ℝ | ∃ v : n → ℝ, v ≠ 0 ∧ X *ᵥ v = t • v} s
```

`X *ᵥ v` is the product $Xv$. The definition says that $s$ is an eigenvalue of $X$ and that no real eigenvalue is smaller. For a system in its ground state, $X$ has no negative eigenvalue, so the later condition $s>0$ means that every density mode in the basis responds; the constant potential, which moves no density at fixed particle number, must have been removed.

```lean
/-- The interaction kernel obtained by inverting responses, for invertible `X₀` and `X`.
Here `X₀` and `X` are minus the reference and the interacting density response. -/
noncomputable def kernel (X₀ X : Matrix n n ℝ) : Matrix n n ℝ := X⁻¹ - X₀⁻¹
```

With $\chi=-X$ and $\chi_0=-X_0$, this is $f=\chi_0^{-1}-\chi^{-1}$. If the reference is the non-interacting Kohn–Sham response, $f$ includes the Coulomb part as well as exchange and correlation.

```lean
/-- For invertible responses the kernel satisfies the Dyson equation `χ = χ₀ + χ₀ f χ`,
with `χ = -X` and `χ₀ = -X₀`. -/
theorem kernel_dyson {X₀ X : Matrix n n ℝ} (h₀ : IsUnit X₀.det) (h : IsUnit X.det) :
    -X = -X₀ + (-X₀) * kernel X₀ X * (-X) := by
  have h1 : X₀ * X₀⁻¹ = 1 := Matrix.mul_nonsing_inv _ h₀
  have h2 : X⁻¹ * X = 1 := Matrix.nonsing_inv_mul _ h
  have h3 : (-X₀) * kernel X₀ X * (-X) = X₀ * (X⁻¹ * X) - (X₀ * X₀⁻¹) * X := by
    unfold kernel
    noncomm_ring
  rw [h3, h1, h2, mul_one, one_mul]
  abel
```

For invertible responses, $\chi_0 f\chi = X_0(X^{-1}-X_0^{-1})X = X_0-X$. Adding $\chi_0=-X_0$ gives $-X=\chi$, the Dyson equation.

```lean
omit [DecidableEq n] in
/-- The squared Euclidean length is the dot product of a vector with itself, and the dot
product of two vectors is bounded by the product of their lengths. -/
theorem length_and_dot (x y : n → ℝ) :
    ‖toLp 2 x‖ ^ 2 = x ⬝ᵥ x ∧ |x ⬝ᵥ y| ≤ ‖toLp 2 x‖ * ‖toLp 2 y‖ := by
  have key : ∀ v : n → ℝ, ‖toLp 2 v‖ ^ 2 = v ⬝ᵥ v := by
    intro v
    rw [EuclideanSpace.norm_sq_eq]
    refine Finset.sum_congr rfl fun i _ => ?_
    show ‖v i‖ ^ 2 = v i * v i
    rw [Real.norm_eq_abs, sq_abs, sq]
  refine ⟨key x, abs_le_of_sq_le_sq ?_ (by positivity)⟩
  rw [mul_pow, key, key]
  have h := Finset.sum_mul_sq_le_sq_mul_sq Finset.univ x y
  simpa only [dotProduct, ← sq] using h
```

Here `x ⬝ᵥ y` is $x\cdot y$, and `toLp 2 x` is $x$ regarded as a Euclidean vector. The lemma states $|x|^2=x\cdot x$ and the Cauchy–Schwarz inequality.

```lean
/-- The quadratic form of a symmetric response is at least its least eigenvalue times the
squared length of the vector. -/
theorem rayleigh_bound {X : Matrix n n ℝ} {s : ℝ} (hX : X.IsSymm)
    (hs : IsWeakestResponse X s) (x : n → ℝ) : s * (x ⬝ᵥ x) ≤ x ⬝ᵥ X *ᵥ x := by
  have hH : (X - s • (1 : Matrix n n ℝ)).IsHermitian := by
    rw [Matrix.IsHermitian, Matrix.conjTranspose_eq_transpose_of_trivial,
      Matrix.transpose_sub, Matrix.transpose_smul, Matrix.transpose_one, hX.eq]
  -- every eigenvalue of the shifted matrix is nonnegative
  have hP : (X - s • (1 : Matrix n n ℝ)).PosSemidef := by
    refine hH.posSemidef_iff_eigenvalues_nonneg.2 fun i => ?_
    have hv := hH.mulVec_eigenvectorBasis i
    rw [Matrix.sub_mulVec, Matrix.smul_mulVec, Matrix.one_mulVec] at hv
    have hne := hH.eigenvectorBasis.orthonormal.ne_zero i
    have hle : s ≤ hH.eigenvalues i + s := by
      refine hs.2 ⟨(hH.eigenvectorBasis i).ofLp, fun h0 => hne ?_, ?_⟩
      · ext j
        exact congrFun h0 j
      · rw [add_smul, ← hv, sub_add_cancel]
    show 0 ≤ hH.eigenvalues i
    linarith
  have h := hP.dotProduct_mulVec_nonneg x
  rw [star_trivial, Matrix.sub_mulVec, Matrix.smul_mulVec, Matrix.one_mulVec,
    dotProduct_sub, dotProduct_smul, smul_eq_mul] at h
  linarith
```

This is the Rayleigh bound $s|x|^2\le x\cdot Xx$. By hand, expand $x=\sum_i c_iv_i$ in orthonormal eigenvectors; then $x\cdot Xx=\sum_i\lambda_ic_i^2\ge s\sum_i c_i^2$. Lean shifts the matrix instead: if $\mu$ is an eigenvalue of $X-s1$, then $\mu+s$ is one of $X$, so $\mu\ge0$ and the shifted matrix is positive semidefinite.

```lean
/-- A matrix whose quadratic form is at least `m > 0` times the squared length is invertible,
and its inverse has norm at most `1 / m`. -/
theorem inverse_norm_le {A : Matrix n n ℝ} {m : ℝ} (hm : 0 < m)
    (h : ∀ x : n → ℝ, m * (x ⬝ᵥ x) ≤ x ⬝ᵥ A *ᵥ x) : IsUnit A.det ∧ ‖A⁻¹‖ ≤ 1 / m := by
  have hu : IsUnit A.det := by
    rw [isUnit_iff_ne_zero]
    intro h0
    obtain ⟨v, hv, hAv⟩ := Matrix.exists_mulVec_eq_zero_iff.2 h0
    have h1 := h v
    rw [hAv, dotProduct_zero] at h1
    have h2 : 0 ≤ v ⬝ᵥ v := (length_and_dot v v).1 ▸ sq_nonneg _
    exact hv (dotProduct_self_eq_zero.1 (by nlinarith))
  refine ⟨hu, ?_⟩
  rw [Matrix.l2_opNorm_def]
  refine ContinuousLinearMap.opNorm_le_bound _ (by positivity) fun x => ?_
  show ‖toLp 2 (A⁻¹ *ᵥ x.ofLp)‖ ≤ 1 / m * ‖toLp 2 x.ofLp‖
  have h1 := h (A⁻¹ *ᵥ x.ofLp)
  rw [Matrix.mulVec_mulVec, Matrix.mul_nonsing_inv _ hu, Matrix.one_mulVec] at h1
  obtain ⟨h2, h3⟩ := length_and_dot (A⁻¹ *ᵥ x.ofLp) x.ofLp
  rw [← h2] at h1
  have h4 := (le_abs_self _).trans h3
  rw [one_div, inv_mul_eq_div, le_div_iff₀ hm]
  rcases (norm_nonneg (toLp 2 (A⁻¹ *ᵥ x.ofLp))).eq_or_lt with h5 | h5
  · rw [← h5, zero_mul]
    exact norm_nonneg _
  · refine le_of_mul_le_mul_left ?_ h5
    linarith
```

Assume $m|x|^2\le x\cdot Ax$ for all $x$, with $m>0$. If $Ax=0$, then $x=0$, so $A$ is invertible. For $y=A^{-1}x$,
$$m|y|^2\le y\cdot x\le|y||x|,$$
hence $|y|\le|x|/m$. The final case split treats $y=0$ separately before dividing by $|y|$.

```lean
/-- If the noise `E` has norm at most `d`, below the least eigenvalue `s` of the symmetric
response `X`, then `X + E` is invertible and its inverse is off by at most `d / (s (s - d))`. -/
theorem inverse_error_le {X E : Matrix n n ℝ} {s d : ℝ} (hX : X.IsSymm)
    (hs : IsWeakestResponse X s) (hds : d < s) (hE : ‖E‖ ≤ d) :
    IsUnit (X + E).det ∧ ‖(X + E)⁻¹ - X⁻¹‖ ≤ d / (s * (s - d)) := by
  have hd : 0 ≤ d := (norm_nonneg E).trans hE
  have hs0 : 0 < s := hd.trans_lt hds
  have hsd : 0 < s - d := sub_pos.2 hds
  obtain ⟨hu, hQ⟩ := inverse_norm_le hs0 (rayleigh_bound hX hs)
  -- noise lowers the quadratic form by at most `d` times the squared length
  obtain ⟨hw, hP⟩ := inverse_norm_le (A := X + E) hsd (fun x => by
    have h1 := rayleigh_bound hX hs x
    obtain ⟨h2, -⟩ := length_and_dot x x
    have h3 := (neg_abs_le _).trans' (neg_le_neg (length_and_dot x (E *ᵥ x)).2)
    have h4 : ‖toLp 2 (E *ᵥ x)‖ ≤ ‖E‖ * ‖toLp 2 x‖ := Matrix.l2_opNorm_mulVec E (toLp 2 x)
    have h5 := h4.trans (mul_le_mul_of_nonneg_right hE (norm_nonneg _))
    have h6 := mul_le_mul_of_nonneg_left h5 (norm_nonneg (toLp 2 x))
    rw [Matrix.add_mulVec, dotProduct_add, ← h2]
    rw [← h2] at h1
    linarith)
  refine ⟨hw, ?_⟩
  have key : ∀ P Q : Matrix n n ℝ, P * (X + E) = 1 → X * Q = 1 → P - Q = -(P * E * Q) := by
    intro P Q h1 h2
    calc P - Q = P * (X * Q) - (P * (X + E)) * Q := by rw [h1, h2, mul_one, one_mul]
      _ = -(P * E * Q) := by noncomm_ring
  rw [key _ _ (Matrix.nonsing_inv_mul _ hw) (Matrix.mul_nonsing_inv _ hu), norm_neg]
  have h0 : 0 ≤ 1 / (s - d) := (one_div_pos.2 hsd).le
  calc ‖(X + E)⁻¹ * E * X⁻¹‖ ≤ ‖(X + E)⁻¹‖ * ‖E‖ * ‖X⁻¹‖ :=
        (norm_mul_le _ _).trans
          (mul_le_mul_of_nonneg_right (norm_mul_le _ _) (norm_nonneg _))
    _ ≤ 1 / (s - d) * d * (1 / s) :=
        mul_le_mul (mul_le_mul hP hE (norm_nonneg _) h0) hQ (norm_nonneg _)
          (mul_nonneg h0 hd)
    _ = d / (s * (s - d)) := by
        have := hs0.ne'
        have := hsd.ne'
        field_simp
```

Noise lowers the quadratic form by at most $d|x|^2$, so
$$x\cdot(X+E)x\ge(s-d)|x|^2.$$
The previous lemma gives $\|X^{-1}\|\le1/s$ and $\|(X+E)^{-1}\|\le1/(s-d)$. The identity `key` reads
$$(X+E)^{-1}-X^{-1}=-(X+E)^{-1}EX^{-1},$$
and multiplying the three norms gives the bound. $E$ need not be symmetric.

The symmetry of $X$ does matter. Take
$$X=\begin{pmatrix}1&4\\0&1\end{pmatrix},\qquad E=\begin{pmatrix}0&0\\1/4&0\end{pmatrix}.$$
The least eigenvalue of $X$ is $1$ and $\|E\|=1/4$, yet $X+E$ is singular. Nor can $d<s$ be relaxed to $d\le s$: for the $1\times1$ matrices $X=(s)$ and $E=(-s)$, the sum is zero.

```lean
/-- For a unit vector `u` the matrix `u uᵀ` is idempotent and has norm one. -/
theorem mode_projector {u : n → ℝ} (hu : u ⬝ᵥ u = 1) :
    Matrix.vecMulVec u u * Matrix.vecMulVec u u = Matrix.vecMulVec u u ∧
      ‖Matrix.vecMulVec u u‖ = 1 := by
  have hP : ∀ x : n → ℝ, Matrix.vecMulVec u u *ᵥ x = (u ⬝ᵥ x) • u := by
    intro x
    ext i
    simp only [Matrix.mulVec, dotProduct, Matrix.vecMulVec_apply, Pi.smul_apply,
      smul_eq_mul, Finset.sum_mul]
    exact Finset.sum_congr rfl fun j _ => by ring
  have hn : ‖toLp 2 u‖ = 1 :=
    (pow_eq_one_iff_of_nonneg (norm_nonneg _) two_ne_zero).1
      ((length_and_dot u u).1.trans hu)
  refine ⟨by rw [Matrix.mul_vecMulVec, hP, hu, one_smul], le_antisymm ?_ ?_⟩
  · rw [Matrix.l2_opNorm_def]
    refine ContinuousLinearMap.opNorm_le_bound _ zero_le_one fun x => ?_
    show ‖toLp 2 (Matrix.vecMulVec u u *ᵥ x.ofLp)‖ ≤ 1 * ‖toLp 2 x.ofLp‖
    have h := (length_and_dot u x.ofLp).2
    rw [hn] at h
    rw [hP, WithLp.toLp_smul, norm_smul, hn, mul_one, Real.norm_eq_abs]
    exact h
  · have h : ‖toLp 2 (Matrix.vecMulVec u u *ᵥ u)‖ ≤ ‖Matrix.vecMulVec u u‖ * ‖toLp 2 u‖ :=
      Matrix.l2_opNorm_mulVec _ (toLp 2 u)
    rwa [hP, hu, one_smul, hn, mul_one] at h
```

`Matrix.vecMulVec u u` is $P=uu^T$. Since $Px=(u\cdot x)u$ and $|u|=1$, we have $P^2=P$ and $|Px|\le|x|$, with equality at $x=u$.

```lean
/-- Let `u` be a unit eigenvector, with eigenvalue `t`, of an invertible symmetric response.
Lowering that eigenvalue by `d`, with `0 < d < t`, changes the inverse by exactly
`d / (t (t - d))` times `u uᵀ`, and this factor is the norm of the change. -/
theorem mode_error {X : Matrix n n ℝ} {u : n → ℝ} {t d : ℝ} (hX : X.IsSymm)
    (hdet : IsUnit X.det) (hu : u ⬝ᵥ u = 1) (hXu : X *ᵥ u = t • u) (hd : 0 < d)
    (hdt : d < t) :
    (X - d • Matrix.vecMulVec u u)⁻¹ - X⁻¹ = (d / (t * (t - d))) • Matrix.vecMulVec u u ∧
      ‖(X - d • Matrix.vecMulVec u u)⁻¹ - X⁻¹‖ = d / (t * (t - d)) := by
  obtain ⟨hPP, hPn⟩ := mode_projector hu
  have ht : 0 < t := hd.trans hdt
  have htd : 0 < t - d := sub_pos.2 hdt
  have hXP : X * Matrix.vecMulVec u u = t • Matrix.vecMulVec u u := by
    rw [Matrix.mul_vecMulVec, hXu, Matrix.smul_vecMulVec]
  have hPt : (Matrix.vecMulVec u u)ᵀ = Matrix.vecMulVec u u := by
    ext i j
    simp [Matrix.vecMulVec_apply, mul_comm]
  have hPX : Matrix.vecMulVec u u * X = t • Matrix.vecMulVec u u := by
    have h := congrArg Matrix.transpose hXP
    rwa [Matrix.transpose_mul, Matrix.transpose_smul, hPt, hX.eq] at h
  have hXX : X * X⁻¹ = 1 := Matrix.mul_nonsing_inv _ hdet
  -- the inverse response acts on the mode as `1 / t`
  have hPI : Matrix.vecMulVec u u * X⁻¹ = t⁻¹ • Matrix.vecMulVec u u := by
    have h : t • (Matrix.vecMulVec u u * X⁻¹) = Matrix.vecMulVec u u := by
      rw [← smul_mul_assoc, ← hPX, mul_assoc, hXX, mul_one]
    calc Matrix.vecMulVec u u * X⁻¹ = t⁻¹ • (t • (Matrix.vecMulVec u u * X⁻¹)) := by
          rw [smul_smul, inv_mul_cancel₀ ht.ne', one_smul]
      _ = t⁻¹ • Matrix.vecMulVec u u := by rw [h]
  have main : (X - d • Matrix.vecMulVec u u)⁻¹ - X⁻¹ =
      (d / (t * (t - d))) • Matrix.vecMulVec u u := by
    obtain ⟨c, hc⟩ : ∃ c, c = d / (t * (t - d)) := ⟨_, rfl⟩
    have hc0 : c * t - d * c - d * t⁻¹ = 0 := by
      have h1 := ht.ne'
      have h2 := htd.ne'
      rw [hc]
      field_simp
      ring
    rw [← hc, sub_eq_iff_eq_add]
    apply Matrix.inv_eq_right_inv
    simp only [sub_mul, mul_add, smul_mul_assoc, mul_smul_comm, hXP, hPP, hPI, hXX]
    linear_combination (norm := module) hc0 • Matrix.vecMulVec u u
  refine ⟨main, ?_⟩
  rw [main, norm_smul, hPn, mul_one, Real.norm_of_nonneg (div_pos hd (mul_pos ht htd)).le]
```

Let $Xu=tu$. Then $XP=tP$, and symmetry gives $PX=tP$, so $PX^{-1}=t^{-1}P$. Try $X^{-1}+cP$ as the new inverse:
$$(X-dP)(X^{-1}+cP)=1+\left(ct-dc-\frac dt\right)P.$$
The bracket vanishes for $c=d/(t(t-d))$. This is `hc0`, and `Matrix.inv_eq_right_inv` turns the product into a statement about the inverse. Since $\|P\|=1$, the error has norm $c$.

```lean
/-- Let `u` and `w` be unit eigenvectors of an invertible symmetric response, with eigenvalues
`s < t`, and let `0 < d < s`. The noise `-d u uᵀ` changes the inverse by more, in norm, than the
noise `-d w wᵀ`. -/
theorem weaker_mode_amplifies_more {X : Matrix n n ℝ} {u w : n → ℝ} {s t d : ℝ}
    (hX : X.IsSymm) (hdet : IsUnit X.det) (hu : u ⬝ᵥ u = 1) (hw : w ⬝ᵥ w = 1)
    (hXu : X *ᵥ u = s • u) (hXw : X *ᵥ w = t • w) (hd : 0 < d) (hds : d < s) (hst : s < t) :
    ‖(X - d • Matrix.vecMulVec w w)⁻¹ - X⁻¹‖ < ‖(X - d • Matrix.vecMulVec u u)⁻¹ - X⁻¹‖ := by
  rw [(mode_error hX hdet hw hXw hd (hds.trans hst)).2, (mode_error hX hdet hu hXu hd hds).2]
  have hs : 0 < s := hd.trans hds
  have hsd : 0 < s - d := sub_pos.2 hds
  exact div_lt_div_of_pos_left hd (mul_pos hs hsd)
    (mul_lt_mul'' hst (by linarith) hs.le hsd.le)
```

For $0<d<s<t$, we have $s(s-d)<t(t-d)$. Lowering the eigenvalue of the weaker mode by $d$ therefore does more damage than lowering that of the stronger mode by $d$.

```lean
/-- Let `s` be the least eigenvalue of a symmetric response `X`, and `0 < d < s`. Noise of norm
at most `d` changes the inverse by at most `d / (s (s - d))`, and equality is attained by
noise `-d u uᵀ` of norm `d` along a unit eigenvector `u` of eigenvalue `s`. -/
theorem sharp_inverse_error {X : Matrix n n ℝ} {s d : ℝ} (hX : X.IsSymm)
    (hs : IsWeakestResponse X s) (hd : 0 < d) (hds : d < s) :
    (∀ E : Matrix n n ℝ, ‖E‖ ≤ d → ‖(X + E)⁻¹ - X⁻¹‖ ≤ d / (s * (s - d))) ∧
      ∃ u : n → ℝ, u ⬝ᵥ u = 1 ∧ X *ᵥ u = s • u ∧ ‖-(d • Matrix.vecMulVec u u)‖ = d ∧
        ‖(X + -(d • Matrix.vecMulVec u u))⁻¹ - X⁻¹‖ = d / (s * (s - d)) := by
  refine ⟨fun E hE => (inverse_error_le hX hs hds hE).2, ?_⟩
  obtain ⟨v, hv, hXv⟩ := hs.1
  have hvv := (length_and_dot v v).1
  have ha : ‖toLp 2 v‖ ≠ 0 := by
    intro h
    rw [h, zero_pow two_ne_zero] at hvv
    exact hv (dotProduct_self_eq_zero.1 hvv.symm)
  -- normalise the eigenvector of weakest response
  have hu : (‖toLp 2 v‖⁻¹ • v) ⬝ᵥ (‖toLp 2 v‖⁻¹ • v) = 1 := by
    rw [smul_dotProduct, dotProduct_smul, smul_eq_mul, smul_eq_mul, ← hvv]
    field_simp
  have hXu : X *ᵥ (‖toLp 2 v‖⁻¹ • v) = s • (‖toLp 2 v‖⁻¹ • v) := by
    rw [Matrix.mulVec_smul, hXv, smul_comm]
  have hdet := (inverse_norm_le (hd.trans hds) (rayleigh_bound hX hs)).1
  refine ⟨_, hu, hXu, ?_, ?_⟩
  · rw [norm_neg, norm_smul, (mode_projector hu).2, mul_one, Real.norm_of_nonneg hd.le]
  · rw [← sub_eq_add_neg]
    exact (mode_error hX hdet hu hXu hd hds).2
```

The first half is the upper bound. For the second, Lean normalises an eigenvector of eigenvalue $s$ and applies the mode formula with $t=s$. The noise $-d\,uu^T$ has norm $d$ and attains equality.

```lean
/-- With the reference response `X₀` held fixed, `d / (s (s - d))` is the largest kernel error
that symmetric noise of norm at most `d` in the symmetric response `X` can cause, where `s` is
the least eigenvalue of `X` and `0 < d < s`. -/
theorem worst_kernel_error (X₀ : Matrix n n ℝ) {X : Matrix n n ℝ} {s d : ℝ} (hX : X.IsSymm)
    (hs : IsWeakestResponse X s) (hd : 0 < d) (hds : d < s) :
    IsGreatest {r : ℝ | ∃ E : Matrix n n ℝ, E.IsSymm ∧ ‖E‖ ≤ d ∧
      ‖kernel X₀ (X + E) - kernel X₀ X‖ = r} (d / (s * (s - d))) := by
  obtain ⟨hle, u, -, -, hn, heq⟩ := sharp_inverse_error hX hs hd hds
  -- the reference response cancels from the error
  have hk : ∀ E : Matrix n n ℝ, kernel X₀ (X + E) - kernel X₀ X = (X + E)⁻¹ - X⁻¹ := by
    intro E
    unfold kernel
    abel
  constructor
  · refine ⟨-(d • Matrix.vecMulVec u u), ?_, hn.le, by rw [hk, heq]⟩
    ext i j
    simp [Matrix.vecMulVec_apply, mul_comm]
  · rintro r ⟨E, -, hE, rfl⟩
    rw [hk]
    exact hle E hE

end ResponseInversion
```

`IsGreatest` says that the value is attained and never exceeded, here among symmetric $E$. The reference $X_0^{-1}$ cancels from the difference, so the theorem accepts any $X_0$, although the kernel has its physical meaning only for invertible $X_0$.

For density-functional kernels extracted from a static response in a finite basis, this gives a noise tolerance when the reference is exact: at $d=s/2$ the worst error is already $1/s$, as large as $\|X^{-1}\|$ itself.

```lean
#print axioms ResponseInversion.kernel_dyson
#print axioms ResponseInversion.weaker_mode_amplifies_more
#print axioms ResponseInversion.sharp_inverse_error
#print axioms ResponseInversion.worst_kernel_error
```

```
'ResponseInversion.kernel_dyson' depends on axioms: [propext, Classical.choice, Quot.sound]
'ResponseInversion.weaker_mode_amplifies_more' depends on axioms: [propext, Classical.choice, Quot.sound]
'ResponseInversion.sharp_inverse_error' depends on axioms: [propext, Classical.choice, Quot.sound]
'ResponseInversion.worst_kernel_error' depends on axioms: [propext, Classical.choice, Quot.sound]
```
